# For positive filter amplifications D and an invertible matrix M, dmax/dmin ≤ κ(DM) κ(M)

Let n be a finite index set, and let A be an invertible complex matrix whose rows and columns are labelled by n. Write ‖A‖ for the spectral norm, the largest factor by which A stretches a vector in the Euclidean norm, and A† for the conjugate transpose. The condition number is

κ(A) = ‖A‖ ‖A⁻¹‖.

The filter amplifications are real numbers d_i > 0, one for each i in n, and D is the diagonal matrix with these entries. When n is non-empty, their largest and smallest values are dmax and dmin.

These matrices arise in filtered subspace iteration. Let the orthonormal eigenvectors u_i of a Hermitian matrix H span an invariant subspace, and let a block of as many linearly independent vectors lie in that subspace. The block is UM, where U has the columns u_i and M holds the expansion coefficients. A polynomial filter p(H) multiplies each u_i by d_i = p(λ_i), with λ_i the eigenvalue, so the filtered block is UDM. Since U has orthonormal columns, the overlap matrix of the filtered block is (DM)†(DM).

The model is thus a square one. A practical starting block also has components outside the wanted subspace, which makes its coefficient matrix rectangular, and that case is not treated. Positivity of the d_i is likewise assumed, not derived from a particular Chebyshev polynomial.

In the Lean file, opening `Matrix.Norms.L2Operator` selects the spectral norm for `‖·‖`.

```lean
import Mathlib

open Matrix
open scoped Matrix.Norms.L2Operator

namespace FilteredBasisConditioning

noncomputable section

variable {n : Type*} [Fintype n] [DecidableEq n]
```

An invertible matrix is an element of `(Matrix n n ℂ)ˣ`, the units of the matrix ring. Such an element carries its two-sided inverse with it, so `cond`, the Lean name for κ, always refers to a true inverse.

```lean
/-- The spectral-norm condition number `‖A‖ ‖A⁻¹‖` of an invertible complex matrix. -/
def cond (A : (Matrix n n ℂ)ˣ) : ℝ :=
  ‖(A : Matrix n n ℂ)‖ * ‖((A⁻¹ : (Matrix n n ℂ)ˣ) : Matrix n n ℂ)‖
```

The matrix D is `amplification d hd`, where `hd` states that every d_i is positive. To make D a unit, its inverse is supplied as the diagonal matrix with entries 1/d_i, and both products are checked entry by entry to be the identity.

```lean
/-- The diagonal matrix of positive filter amplifications `d i`, together with its inverse. -/
def amplification (d : n → ℝ) (hd : ∀ i, 0 < d i) : (Matrix n n ℂ)ˣ where
  val := diagonal (fun i => (d i : ℂ))
  inv := diagonal (fun i => (((d i)⁻¹ : ℝ) : ℂ))
  val_inv := by
    rw [diagonal_mul_diagonal, ← diagonal_one]
    congr 1
    funext i
    rw [← Complex.ofReal_mul, mul_inv_cancel₀ (hd i).ne', Complex.ofReal_one]
  inv_val := by
    rw [diagonal_mul_diagonal, ← diagonal_one]
    congr 1
    funext i
    rw [← Complex.ofReal_mul, inv_mul_cancel₀ (hd i).ne', Complex.ofReal_one]
```

The Gram matrix, or overlap matrix, of the columns of A is A†A. Lean writes the conjugate transpose as `star`.

```lean
/-- The Gram matrix `A* A` of the columns of an invertible matrix `A`. -/
def gram (A : (Matrix n n ℂ)ˣ) : (Matrix n n ℂ)ˣ := star A * A
```

## (a) The norm of a positive diagonal matrix

**Task.** For c ≥ 0, show that ‖D‖ ≤ c exactly when d_i ≤ c for every i.

**Solution.** Suppose first that every d_i is at most c. For any vector x,

‖Dx‖² = Σ_i d_i² |x_i|² ≤ c² Σ_i |x_i|² = c² ‖x‖²,

so ‖D‖ ≤ c. Conversely, suppose ‖D‖ ≤ c and let e_i be the i-th unit vector. Then

d_i = ‖D e_i‖ ≤ ‖D‖ ≤ c.

The Lean proof takes both directions at once. `Matrix.l2_opNorm_diagonal` replaces the spectral norm by the maximum norm of the list of entries, and `pi_norm_le_iff_of_nonneg` turns the bound on that maximum into a bound on each entry. Positivity then removes the absolute values.

```lean
/-- For `c ≥ 0`, the spectral norm of a positive diagonal matrix is at most `c` exactly when every
diagonal entry is at most `c`. -/
theorem norm_diagonal_le_iff (d : n → ℝ) (hd : ∀ i, 0 < d i) {c : ℝ} (hc : 0 ≤ c) :
    ‖diagonal (fun i => (d i : ℂ))‖ ≤ c ↔ ∀ i, d i ≤ c := by
  rw [Matrix.l2_opNorm_diagonal, pi_norm_le_iff_of_nonneg hc]
  refine forall_congr' fun i => ?_
  rw [Complex.norm_real, Real.norm_of_nonneg (hd i).le]
```

## (b) The condition number of a product

**Task.** Show that κ(AB) ≤ κ(A) κ(B) for invertible A and B.

**Solution.** The inverse of the product is (AB)⁻¹ = B⁻¹A⁻¹. The norm of a product is at most the product of the norms, so

κ(AB) = ‖AB‖ ‖B⁻¹A⁻¹‖ ≤ ‖A‖ ‖B‖ ‖B⁻¹‖ ‖A⁻¹‖ = κ(A) κ(B).

In Lean, `mul_inv_rev` reverses the order of the inverses, `norm_mul_le` is used once for each of the two norms, and `ring` regroups the four factors.

```lean
/-- The condition number of a product is at most the product of the condition numbers. -/
theorem cond_mul_le (A B : (Matrix n n ℂ)ˣ) : cond (A * B) ≤ cond A * cond B := by
  unfold cond
  rw [_root_.mul_inv_rev, Units.val_mul, Units.val_mul]
  calc _ ≤ (‖(A : Matrix n n ℂ)‖ * ‖(B : Matrix n n ℂ)‖) *
        (‖((B⁻¹ : (Matrix n n ℂ)ˣ) : Matrix n n ℂ)‖ *
          ‖((A⁻¹ : (Matrix n n ℂ)ˣ) : Matrix n n ℂ)‖) :=
        mul_le_mul (norm_mul_le _ _) (norm_mul_le _ _) (norm_nonneg _) (by positivity)
    _ = _ := by ring
```

## (c) Amplification ratios and κ(D)

**Task.** Show that d_i/d_j ≤ κ(D) for every pair i, j.

**Solution.** Part (a) with c = ‖D‖ gives d_i ≤ ‖D‖. The inverse D⁻¹ is again a positive diagonal matrix, with entries 1/d_k, so part (a) also gives 1/d_j ≤ ‖D⁻¹‖. All these quantities are non-negative, and multiplying the two inequalities yields

d_i/d_j = d_i · (1/d_j) ≤ ‖D‖ ‖D⁻¹‖ = κ(D).

The two inequalities are `h1` and `h2` in the proof, and `mul_le_mul` multiplies them.

```lean
/-- The ratio of any two amplifications is at most the condition number of the
amplification matrix. -/
theorem ratio_le_cond_amplification (d : n → ℝ) (hd : ∀ i, 0 < d i) (i j : n) :
    d i / d j ≤ cond (amplification d hd) := by
  have h1 := (norm_diagonal_le_iff d hd (norm_nonneg _)).1 le_rfl i
  have h2 := (norm_diagonal_le_iff (fun k => (d k)⁻¹) (fun k => inv_pos.2 (hd k))
    (norm_nonneg _)).1 le_rfl j
  rw [div_eq_mul_inv]
  exact mul_le_mul h1 h2 (inv_pos.2 (hd j)).le (norm_nonneg _)
```

## (d) The exact value of κ(D)

**Task.** Let d_p be the largest amplification and d_q the smallest. Show that κ(D) = d_p/d_q.

**Solution.** Part (c) with i = p and j = q gives d_p/d_q ≤ κ(D). For the other direction, every d_i is at most d_p, so part (a) gives ‖D‖ ≤ d_p. Every 1/d_i is at most 1/d_q, so in the same way ‖D⁻¹‖ ≤ 1/d_q. Hence

κ(D) ≤ d_p · (1/d_q) = d_p/d_q.

Positivity is needed here. For D = diag(1, −2), the largest entry divided by the smallest is −1/2, while ‖D‖ = 2 and ‖D⁻¹‖ = 1, so κ(D) = 2.

The hypotheses `hp` and `hq` say that `p` and `q` label the extremes, so `d p` is dmax and `d q` is dmin. `le_antisymm` splits the equality into the two inequalities, and `inv_anti₀` supplies the reversal of order under reciprocals.

```lean
/-- The condition number of the amplification matrix is the largest amplification
divided by the smallest. -/
theorem cond_amplification (d : n → ℝ) (hd : ∀ i, 0 < d i) (p q : n)
    (hp : ∀ i, d i ≤ d p) (hq : ∀ i, d q ≤ d i) :
    cond (amplification d hd) = d p / d q := by
  refine le_antisymm ?_ (ratio_le_cond_amplification d hd p q)
  have h1 := (norm_diagonal_le_iff d hd (hd p).le).2 hp
  have h2 := (norm_diagonal_le_iff (fun k => (d k)⁻¹) (fun k => inv_pos.2 (hd k))
    (inv_pos.2 (hd q)).le).2 (fun i => inv_anti₀ (hd q) (hq i))
  rw [div_eq_mul_inv]
  exact mul_le_mul h1 h2 (norm_nonneg _) (hd p).le
```

## (e) The bound for the filtered basis

**Task.** Show that d_i/d_j ≤ κ(DM) κ(M) for every invertible M and every pair i, j.

**Solution.** Exchanging a matrix with its inverse only swaps the two factors in the condition number:

κ(M⁻¹) = ‖M⁻¹‖ ‖M‖ = κ(M).

Now recover D from the filtered matrix by writing D = (DM)M⁻¹. Parts (c) and (b) give

d_i/d_j ≤ κ(D) = κ((DM)M⁻¹) ≤ κ(DM) κ(M⁻¹) = κ(DM) κ(M).

Choosing i and j at the extremes gives dmax/dmin ≤ κ(DM) κ(M), or equivalently

κ(DM) ≥ (dmax/dmin) / κ(M).

Within this square model, a filter whose amplifications differ strongly inside the subspace therefore turns a well-conditioned block into an ill-conditioned one.

In the Lean proof, `hinv` is the invariance under inversion. The inequality `h` starts as part (b) for the factors DM and M⁻¹, and `mul_inv_cancel_right` reduces their product to D.

```lean
/-- For a filtered basis `D M`, the ratio of any two filter amplifications is at most
the condition number of `D M` times that of `M`. -/
theorem amplification_ratio_le (d : n → ℝ) (hd : ∀ i, 0 < d i)
    (M : (Matrix n n ℂ)ˣ) (i j : n) :
    d i / d j ≤ cond (amplification d hd * M) * cond M := by
  -- inversion leaves the condition number unchanged
  have hinv : cond M⁻¹ = cond M := by
    unfold cond
    rw [inv_inv, mul_comm]
  -- undo the mixing by `M` to recover the bare amplification matrix
  have h := cond_mul_le (amplification d hd * M) M⁻¹
  rw [mul_inv_cancel_right, hinv] at h
  exact (ratio_le_cond_amplification d hd i j).trans h
```

## (f) The Gram matrix squares the condition number

**Task.** Show that κ(A†A) = κ(A)² for invertible A.

**Solution.** For any vector x,

‖Ax‖² = x†A†A x ≤ ‖A†A‖ ‖x‖²,

so ‖A‖² ≤ ‖A†A‖. In the other direction, ‖A†A‖ ≤ ‖A†‖ ‖A‖ = ‖A‖², because a matrix and its conjugate transpose have the same spectral norm. Therefore

‖A†A‖ = ‖A‖².

Replacing A by B† in this identity gives ‖BB†‖ = ‖B‖² for any B. The inverse of the Gram matrix has this form with B = A⁻¹:

(A†A)⁻¹ = A⁻¹(A†)⁻¹ = A⁻¹(A⁻¹)†,

so its norm is ‖A⁻¹‖². Multiplying the two norms,

κ(A†A) = ‖A‖² ‖A⁻¹‖² = κ(A)².

With A = DM, the overlap matrix of the filtered basis has condition number κ(DM)².

The two norm identities are `CStarRing.norm_star_mul_self` and `CStarRing.norm_self_mul_star`. Before they apply, `mul_inv_rev` and `star_inv` bring the inverse Gram matrix into the form A⁻¹(A⁻¹)†.

```lean
/-- The condition number of the Gram matrix `A* A` is the square of that of `A`. -/
theorem cond_gram (A : (Matrix n n ℂ)ˣ) : cond (gram A) = cond A ^ 2 := by
  unfold cond gram
  -- the inverse Gram matrix is `A⁻¹ (A⁻¹)*`
  rw [_root_.mul_inv_rev, ← star_inv, Units.val_mul, Units.val_mul, Units.coe_star,
    Units.coe_star, CStarRing.norm_star_mul_self, CStarRing.norm_self_mul_star]
  ring
```

## (g) A limit on the amplification ratio for Cholesky orthonormalization

**Task.** Let G = (DM)†(DM), and suppose κ(G) < τ for a real number τ. Show that (d_i/d_j)² < τ κ(M)² for every pair i, j.

**Solution.** Cholesky orthonormalization of a block Y factorizes its overlap matrix as R†R, with R upper triangular, and replaces Y by YR⁻¹. In rounded arithmetic the factorization can become unreliable when the condition number of the overlap matrix approaches the reciprocal of the unit roundoff. It need not: for M = I the overlap matrix is diagonal, and its factorization is accurate even if the condition number is large. Keeping the condition number below a threshold is thus a cautious requirement. The threshold τ stands for a limit of this kind; it is a free parameter of the theorem, which contains no model of rounding.

By part (e),

0 < d_i/d_j ≤ κ(DM) κ(M).

The right-hand side is therefore positive, so κ(M) ≠ 0 and κ(M)² > 0. Squaring the inequality and using part (f) in the form κ(DM)² = κ(G),

(d_i/d_j)² ≤ κ(DM)² κ(M)² = κ(G) κ(M)² < τ κ(M)².

Taking square roots gives d_i/d_j < √τ κ(M). With τ = 10¹⁶ and κ(M) = 1, for example, any two amplifications differ by a factor below 10⁸. For general M the condition is necessary for κ(G) < τ but not sufficient: with D = I every ratio is 1, yet κ(G) = κ(M)² can exceed τ.

The assumption κ(G) < τ is `hτ`, and rewriting it with `cond_gram` turns it into a bound on κ(DM)². The step `hne` shows that κ(M) is non-zero, which makes the last inequality strict, and the `calc` block is the displayed chain.

```lean
/-- If the Gram matrix of the filtered basis `D M` has condition number below a threshold
`τ`, then the squared ratio of any two amplifications is below `τ` times the squared
condition number of `M`. -/
theorem cholesky_amplification_limit (d : n → ℝ) (hd : ∀ i, 0 < d i)
    (M : (Matrix n n ℂ)ˣ) (i j : n) {τ : ℝ}
    (hτ : cond (gram (amplification d hd * M)) < τ) :
    (d i / d j) ^ 2 < τ * cond M ^ 2 := by
  have hr : 0 < d i / d j := div_pos (hd i) (hd j)
  have h := amplification_ratio_le d hd M i j
  -- the bound itself excludes a vanishing condition number of `M`
  have hne : cond M ≠ 0 := by
    intro h0
    rw [h0, mul_zero] at h
    linarith
  have hpos : 0 < cond M ^ 2 := by positivity
  rw [cond_gram] at hτ
  calc (d i / d j) ^ 2 ≤ (cond (amplification d hd * M) * cond M) ^ 2 :=
        pow_le_pow_left₀ hr.le h 2
    _ = cond (amplification d hd * M) ^ 2 * cond M ^ 2 := by ring
    _ < τ * cond M ^ 2 := mul_lt_mul_of_pos_right hτ hpos
```

## (h) Equality for a unitary M

**Task.** Let M†M = I, and let d_p and d_q be the largest and smallest amplifications. Show that κ(DM) κ(M) = d_p/d_q.

**Solution.** By part (f),

κ(M)² = κ(M†M) = κ(I) = 1,

and κ(M) is non-negative, so κ(M) = 1. Parts (b) and (d) then give

κ(DM) κ(M) = κ(DM) ≤ κ(D) κ(M) = κ(D) = d_p/d_q.

Part (e) with i = p and j = q is the opposite inequality, so equality holds. For an orthonormal starting block in this model, which has condition number 1, the filtered block thus has condition number exactly dmax/dmin, and by part (f) its overlap matrix has condition number (dmax/dmin)².

Without unitarity the equality can fail. Take D = diag(2, 1) and M = diag(2, 1). Then DM = diag(4, 1), so κ(DM) κ(M) = 4 · 2 = 8, whereas dmax/dmin = 2. The inequality of part (e) still holds.

In Lean, unitarity is the hypothesis `hM : star M * M = 1`. The step `hsq` proves κ(M)² = 1; it uses ‖I‖ = 1, which requires a non-empty index set, and the index `p` provides an element. The step `hone` selects the non-negative root, and `le_antisymm` joins the two inequalities.

```lean
/-- For unitary `M`, the product of the condition numbers of `D M` and `M` equals the
largest amplification divided by the smallest. -/
theorem amplification_ratio_sharp (d : n → ℝ) (hd : ∀ i, 0 < d i)
    (M : (Matrix n n ℂ)ˣ) (hM : star M * M = 1) (p q : n)
    (hp : ∀ i, d i ≤ d p) (hq : ∀ i, d q ≤ d i) :
    cond (amplification d hd * M) * cond M = d p / d q := by
  have : Nonempty n := ⟨p⟩
  -- a unitary matrix has condition number one
  have hsq : cond M ^ 2 = 1 := by
    rw [← cond_gram, gram, hM]
    unfold cond
    rw [inv_one, Units.val_one, CStarRing.norm_one, mul_one]
  have hnonneg : 0 ≤ cond M := mul_nonneg (norm_nonneg _) (norm_nonneg _)
  have hone : cond M = 1 := by nlinarith
  refine le_antisymm ?_ (amplification_ratio_le d hd M p q)
  have h := cond_mul_le (amplification d hd) M
  rw [cond_amplification d hd p q hp hq, hone, mul_one] at h
  rw [hone, mul_one]
  exact h

end

end FilteredBasisConditioning
```

```lean
#print axioms FilteredBasisConditioning.cholesky_amplification_limit
#print axioms FilteredBasisConditioning.amplification_ratio_sharp
```

```
'FilteredBasisConditioning.cholesky_amplification_limit' depends on axioms: [propext, Classical.choice, Quot.sound]
'FilteredBasisConditioning.amplification_ratio_sharp' depends on axioms: [propext, Classical.choice, Quot.sound]
```
